# The inverse-power tail of the Morse/long-range potential

The theorem `mlr_inverse_power` concerns the Morse/long-range potential V(r) = De (1 − (u(r)/u(re)) exp(−β(r) y(r)))², where u(r) = C/rⁿ and y(r) = (rᵖ − reᵖ)/(rᵖ + reᵖ). It assumes that De, C and re are positive, that the natural numbers n and p are nonzero, and that β(r) tends to ln(2De/u(re)) as r grows. It concludes that rⁿ(V(r) − De) tends to −C, so that at large separation the potential approaches its dissociation limit De from below, with leading term −C/rⁿ. The attempt takes the earlier result that (V − De)/u tends to −1, multiplies it by C, and then shows that C(V − De)/u equals rⁿ(V − De).

In Lean, a first try:

```lean
import Mathlib

open Filter Topology

namespace MorseLongRange

noncomputable section

/-- The inverse-power long-range tail `u(r) = C / r^n`. -/
def inverseTail (C : ℝ) (n : ℕ) (r : ℝ) : ℝ := C / r ^ n

/-- The reduced radial variable `y(r) = (r^p - re^p) / (r^p + re^p)`. -/
def radialVar (p : ℕ) (re r : ℝ) : ℝ := (r ^ p - re ^ p) / (r ^ p + re ^ p)

/-- The Morse/long-range potential with well depth `De`, equilibrium distance `re`,
tail function `u` and exponent function `β`. -/
def mlr (De re : ℝ) (p : ℕ) (u β : ℝ → ℝ) (r : ℝ) : ℝ :=
  De * (1 - u r / u re * Real.exp (-β r * radialVar p re r)) ^ 2

/-- The reduced radial variable tends to one at large separation. -/
theorem radialVar_tendsto {p : ℕ} (hp : p ≠ 0) (re : ℝ) :
    Tendsto (radialVar p re) atTop (𝓝 1) := by
  have hden : Tendsto (fun r : ℝ => r ^ p + re ^ p) atTop atTop :=
    tendsto_atTop_add_const_right atTop _ (tendsto_pow_atTop hp)
  have h : Tendsto (fun r : ℝ => 1 - 2 * re ^ p / (r ^ p + re ^ p)) atTop (𝓝 (1 - 0)) :=
    tendsto_const_nhds.sub (hden.const_div_atTop _)
  rw [sub_zero] at h
  refine h.congr' ?_
  filter_upwards [hden.eventually_gt_atTop 0] with r hr
  unfold radialVar
  rw [eq_div_iff hr.ne', sub_mul, div_mul_cancel₀ _ hr.ne']
  ring

/-- If the exponent function tends to `b`, the potential measured from the dissociation limit,
in units of the tail `u`, tends to `-(2 De / u(re)) exp(-b)`. -/
theorem mlr_tail_ratio {De re b : ℝ} {p : ℕ} {u β : ℝ → ℝ} (hp : p ≠ 0)
    (hu : Tendsto u atTop (𝓝 0)) (hne : ∀ᶠ r in atTop, u r ≠ 0)
    (hβ : Tendsto β atTop (𝓝 b)) :
    Tendsto (fun r => (mlr De re p u β r - De) / u r) atTop
      (𝓝 (-(2 * De / u re * Real.exp (-b)))) := by
  have hE : Tendsto (fun r => Real.exp (-β r * radialVar p re r)) atTop
      (𝓝 (Real.exp (-b * 1))) :=
    (Real.continuous_exp.tendsto _).comp (hβ.neg.mul (radialVar_tendsto hp re))
  rw [mul_one] at hE
  -- expand the square: a term linear in the tail and a quadratic one that dies out
  have h : Tendsto (fun r => De * (-2 / u re * Real.exp (-β r * radialVar p re r)
      + u r / (u re) ^ 2 * Real.exp (-β r * radialVar p re r) ^ 2)) atTop
      (𝓝 (De * (-2 / u re * Real.exp (-b) + 0 / (u re) ^ 2 * Real.exp (-b) ^ 2))) :=
    ((hE.const_mul (-2 / u re)).add
      ((hu.div_const ((u re) ^ 2)).mul (hE.pow 2))).const_mul De
  have e : De * (-2 / u re * Real.exp (-b) + 0 / (u re) ^ 2 * Real.exp (-b) ^ 2)
      = -(2 * De / u re * Real.exp (-b)) := by ring
  rw [e] at h
  refine h.congr' ?_
  filter_upwards [hne] with r hr
  unfold mlr
  rw [eq_div_iff hr]
  ring

/-- For `De > 0`, `p ≠ 0` and a tail `u` that vanishes at infinity, is nonzero at large separation
and is positive at `re`: if the exponent function tends to `ln(2 De / u(re))`, then `(V - De) / u`
tends to `-1`. -/
theorem mlr_follows_tail {De re : ℝ} {p : ℕ} {u β : ℝ → ℝ} (hDe : 0 < De) (hp : p ≠ 0)
    (hure : 0 < u re) (hu : Tendsto u atTop (𝓝 0)) (hne : ∀ᶠ r in atTop, u r ≠ 0)
    (hβ : Tendsto β atTop (𝓝 (Real.log (2 * De / u re)))) :
    Tendsto (fun r => (mlr De re p u β r - De) / u r) atTop (𝓝 (-1)) := by
  have hpos : 0 < 2 * De / u re := by positivity
  have h := mlr_tail_ratio (De := De) (re := re) hp hu hne hβ
  rwa [Real.exp_neg, Real.exp_log hpos, mul_inv_cancel₀ hpos.ne'] at h

/-- The inverse-power tail vanishes at infinity and is nonzero at large separation. -/
theorem inverseTail_vanishes {C : ℝ} {n : ℕ} (hC : 0 < C) (hn : n ≠ 0) :
    Tendsto (inverseTail C n) atTop (𝓝 0) ∧ ∀ᶠ r in atTop, inverseTail C n r ≠ 0 := by
  constructor
  · exact (tendsto_pow_atTop hn).const_div_atTop C
  · filter_upwards [eventually_gt_atTop (0 : ℝ)] with r hr
    exact (div_pos hC (pow_pos hr n)).ne'

/-- With `u(r) = C / r^n` and an exponent function tending to `ln(2 De / u(re))`, the
Morse/long-range potential satisfies `r^n (V(r) - De) → -C`. -/
theorem mlr_inverse_power {De C re : ℝ} {n p : ℕ} {β : ℝ → ℝ} (hDe : 0 < De) (hC : 0 < C)
    (hre : 0 < re) (hn : n ≠ 0) (hp : p ≠ 0)
    (hβ : Tendsto β atTop (𝓝 (Real.log (2 * De / inverseTail C n re)))) :
    Tendsto (fun r => r ^ n * (mlr De re p (inverseTail C n) β r - De)) atTop (𝓝 (-C)) := by
  obtain ⟨hu, hne⟩ := inverseTail_vanishes hC hn
  have h := (mlr_follows_tail hDe hp (div_pos hC (pow_pos hre n)) hu hne hβ).const_mul C
  rw [mul_neg_one] at h
  refine h.congr' ?_
  filter_upwards [eventually_gt_atTop (0 : ℝ)] with r hr
  have hrn : r ^ n ≠ 0 := (pow_pos hr n).ne'
  generalize mlr De re p (inverseTail C n) β r - De = X
  unfold inverseTail
  rw [div_div_eq_mul_div, mul_div_cancel₀ _ hC.ne', mul_comm]

end

end MorseLongRange
```

Compiling this gives:

```
Main.lean:86:66: error: Application type mismatch: The argument
  hu
has type
  Tendsto (inverseTail C n) atTop (𝓝 0)
but is expected to have type
  Tendsto (HDiv.hDiv C) atTop (𝓝 0)
in the application
  mlr_follows_tail hDe hp (div_pos hC (pow_pos hre n)) hu
Main.lean:92:9: error: Tactic `unfold` failed to unfold `inverseTail` in
  C * ((mlr De (re ^ n) p (HDiv.hDiv C) β r - De) / (C / r)) = r ^ n * X
```

Diagnosis. The lemma `mlr_follows_tail` has to infer its tail `u` and distance `re` from its arguments. The first to mention them is the proof of `0 < u re`, for which the attempt gives a `div_pos` term, proving `0 < C / re ^ n`. Lean matched `u re` with this quotient by taking `u` to be `HDiv.hDiv C`, the function x ↦ C/x, and the distance to be `re ^ n`. The next argument, `hu`, is about `inverseTail C n`, hence the type mismatch.

The second error follows from the first. Lean carried on with the wrongly inferred statement, so after `generalize` the goal contained no `inverseTail` for `unfold` to expand.

The repair names `re` and `u` explicitly, and states the positivity proof as `0 < inverseTail C n re`, so the intended tail and distance are used. `inverseTail` then appears in the goal, and `unfold` succeeds.

Dropping the restriction to `r > 0` and the fact `hrn` is mere tidying. The closing rewrites need only that `C` is nonzero.

The mended proof, as a diff:

```diff
@@ -84,9 +84,10 @@
     Tendsto (fun r => r ^ n * (mlr De re p (inverseTail C n) β r - De)) atTop (𝓝 (-C)) := by
   obtain ⟨hu, hne⟩ := inverseTail_vanishes hC hn
-  have h := (mlr_follows_tail hDe hp (div_pos hC (pow_pos hre n)) hu hne hβ).const_mul C
+  have hure : 0 < inverseTail C n re := div_pos hC (pow_pos hre n)
+  have h := (mlr_follows_tail (re := re) (u := inverseTail C n)
+    hDe hp hure hu hne hβ).const_mul C
   rw [mul_neg_one] at h
   refine h.congr' ?_
-  filter_upwards [eventually_gt_atTop (0 : ℝ)] with r hr
-  have hrn : r ^ n ≠ 0 := (pow_pos hr n).ne'
+  filter_upwards with r
   generalize mlr De re p (inverseTail C n) β r - De = X
   unfold inverseTail
```
